# Satellite amplitudes of one sinusoidal phonon: parity, sum rule and small-amplitude bounds

A frozen sinusoidal phonon with wavevector $\mathbf q$ displaces the atom at lattice site $\mathbf R_j$ by $\mathbf A\sin\theta_j$, where $\theta_j=\mathbf q\cdot\mathbf R_j+\varphi$ and $\varphi$ is a fixed offset. In single scattering with wavevector transfer $\mathbf Q$, the displacement multiplies the atom's contribution $e^{i\mathbf Q\cdot\mathbf R_j}$ by $e^{iz\sin\theta_j}$, with the dimensionless phase amplitude $z=\mathbf Q\cdot\mathbf A$. Expanding this factor in powers of $e^{i\theta_j}$ produces satellites at $\mathbf Q=\mathbf G-n\mathbf q$ around each reciprocal lattice vector $\mathbf G$. How is the scattering shared among them when $z$ is the same for all?

For real $z$ and integer $n$, the amplitude of order $n$ per atom, without its phase factor $e^{in\varphi}$, is

$$J_n(z)=\frac1{2\pi}\int_0^{2\pi}e^{i(z\sin\theta-n\theta)}\,d\theta .$$

It is real and satisfies

$$J_{-n}=(-1)^nJ_n,\qquad \sum_{n\in\mathbb Z}J_n^2=1,\qquad \sum_{n\neq0}J_n^2=1-J_0^2,$$

$$|J_0-1|\le\frac{z^2}{4},\qquad \left|J_1-\frac z2\right|\le\frac{|z|^3}{16}.$$

## Truncation and the one-phonon approximation

For each value of $z$ it needs, a kinematic diffraction code with one frozen mode can store the orders $n\ge0$ and obtain the others by parity. If it keeps only $|n|\le N$, the sum rule gives the discarded weight at that $z$ as $1-\sum_{|n|\le N}J_n^2$.

The one-phonon approximation, taken here as the expansion to first order in $z$ with no Debye–Waller factor, replaces $J_0$ by $1$ and $J_1$ by $z/2$. At $z=0.2$ the two errors are at most $0.01$ and $0.0005$.

Parity and the sum rule hold at fixed $z$, whereas $\mathbf Q\cdot\mathbf A$ generally changes from one satellite to the next. For a transverse mode, $\mathbf q\cdot\mathbf A=0$, so all satellites of one $\mathbf G$ share the same $z$.

## From the phase average to the bounds

Write $\langle\cdot\rangle$ for the average over $0\le\theta\le2\pi$, and $\phi_n(\theta)=z\sin\theta-n\theta$.

Reality follows from the reflection $\theta\to2\pi-\theta$. Since $\phi_n(2\pi-\theta)=-\phi_n(\theta)-2\pi n$, the sine of the phase changes sign, and its average vanishes. Hence $J_n=\langle\cos\phi_n\rangle$.

For the parity rule, reflect $\theta\to\pi-\theta$ in the integrand for order $-n$:

$$\cos\bigl(z\sin(\pi-\theta)+n(\pi-\theta)\bigr)=\cos(\phi_n(\theta)+n\pi)=(-1)^n\cos\phi_n(\theta).$$

The reflection moves the integration window to $[-\pi,\pi]$, which by periodicity gives the same average.

For the sum rule, $J_n$ is the $n$-th Fourier coefficient of $F(\theta)=e^{iz\sin\theta}$. Parseval's identity gives

$$\sum_n|J_n|^2=\langle|F|^2\rangle=1,$$

and $|J_n|^2=J_n^2$ because $J_n$ is real. Subtracting the term $n=0$ gives the satellite total.

For $J_0$, use $0\le1-\cos x=2\sin^2(x/2)\le x^2/2$ with $x=z\sin\theta$. Since $\langle\sin^2\theta\rangle=1/2$,

$$|J_0-1|\le\frac{z^2}{2}\langle\sin^2\theta\rangle=\frac{z^2}{4}.$$

For $J_1$, parity gives $J_{-1}=-J_1$, and therefore

$$J_1=\tfrac12(J_1-J_{-1})=\tfrac12\langle\cos(z\sin\theta-\theta)-\cos(z\sin\theta+\theta)\rangle=\langle\sin(z\sin\theta)\sin\theta\rangle .$$

A cubic bound on the sine is needed next. The function $g(x)=\sin x-x+x^3/6$ has $g(0)=0$ and $g'(x)=\cos x-1+x^2/2\ge0$. For $x\ge0$ this gives $\sin x-x\ge-x^3/6$. Together with the standard inequality $\sin x\le x$ for $x\ge0$ and oddness, it yields $|\sin x-x|\le|x|^3/6$ for all real $x$.

Since $z/2=\langle z\sin^2\theta\rangle$ and $\langle\sin^4\theta\rangle=\tfrac34\langle\sin^2\theta\rangle=\tfrac38$,

$$\left|J_1-\frac z2\right|\le\langle|\sin(z\sin\theta)-z\sin\theta|\,|\sin\theta|\rangle\le\frac{|z|^3}{6}\cdot\frac38=\frac{|z|^3}{16}.$$

## The Lean file

```lean
import Mathlib

open Real intervalIntegral

namespace PhononSatellites

/-- The amplitude of the `n`-th satellite for a sinusoidal phonon of phase amplitude `z`:
the average of `exp (i (z sin θ - n θ))` over one period of the phonon phase `θ`. -/
noncomputable def satellite (n : ℤ) (z : ℝ) : ℂ :=
  ((1 / (2 * π) : ℝ) : ℂ) * ∫ θ in (0 : ℝ)..2 * π,
    Complex.exp (Complex.I * ((z * sin θ - n * θ : ℝ) : ℂ))

/-- Every satellite amplitude is real: it is the phase average of `cos (z sin θ - n θ)`. -/
theorem satellite_eq_cos (n : ℤ) (z : ℝ) : satellite n z =
    ((1 / (2 * π) * ∫ θ in (0 : ℝ)..2 * π, cos (z * sin θ - n * θ) : ℝ) : ℂ) := by
  -- the sine part is odd under θ → 2π - θ
  have hsin : ∫ θ in (0 : ℝ)..2 * π, sin (z * sin θ - n * θ) = 0 := by
    have h := integral_comp_sub_left (a := 0) (b := 2 * π)
      (fun θ : ℝ => sin (z * sin θ - n * θ)) (2 * π)
    have e : ∀ θ : ℝ, sin (z * sin (2 * π - θ) - n * (2 * π - θ))
        = -sin (z * sin θ - n * θ) := by
      intro θ
      rw [sin_two_pi_sub, show z * -sin θ - n * (2 * π - θ)
        = -(z * sin θ - n * θ) - n * (2 * π) by ring, sin_sub_int_mul_two_pi, sin_neg]
    simp only [e, sub_self, sub_zero, intervalIntegral.integral_neg] at h
    linarith
  have key : ∫ θ in (0 : ℝ)..2 * π, Complex.exp (Complex.I * ((z * sin θ - n * θ : ℝ) : ℂ))
      = ((∫ θ in (0 : ℝ)..2 * π, cos (z * sin θ - n * θ) : ℝ) : ℂ)
      + ((∫ θ in (0 : ℝ)..2 * π, sin (z * sin θ - n * θ) : ℝ) : ℂ) * Complex.I := by
    rw [← intervalIntegral.integral_ofReal, ← intervalIntegral.integral_ofReal,
      ← intervalIntegral.integral_mul_const, ← intervalIntegral.integral_add]
    · apply intervalIntegral.integral_congr
      intro θ _
      simp only
      rw [mul_comm, Complex.exp_mul_I, Complex.ofReal_cos, Complex.ofReal_sin]
    all_goals exact Continuous.intervalIntegrable (by fun_prop) _ _
  rw [satellite, key, hsin, Complex.ofReal_zero, zero_mul, add_zero, ← Complex.ofReal_mul]

/-- Reversing the satellite order multiplies the phase integral by `(-1)^n`. -/
theorem cos_integral_neg (n : ℤ) (z : ℝ) :
    ∫ θ in (0 : ℝ)..2 * π, cos (z * sin θ - ((-n : ℤ) : ℝ) * θ)
      = (-1) ^ n * ∫ θ in (0 : ℝ)..2 * π, cos (z * sin θ - n * θ) := by
  let f : ℝ → ℝ := fun θ => cos (z * sin θ - ((-n : ℤ) : ℝ) * θ)
  have hper : Function.Periodic f (2 * π) := by
    intro θ
    simp only [f]
    rw [sin_add_two_pi, show z * sin θ - ((-n : ℤ) : ℝ) * (θ + 2 * π)
      = (z * sin θ - ((-n : ℤ) : ℝ) * θ) - ((-n : ℤ) : ℝ) * (2 * π) by ring,
      cos_sub_int_mul_two_pi]
  -- reflect θ → π - θ, then shift the window back by periodicity
  have h1 := integral_comp_sub_left (a := 0) (b := 2 * π) f π
  have h2 := hper.intervalIntegral_add_eq (π - 2 * π) 0
  rw [show π - 2 * π + 2 * π = π - 0 by ring, zero_add] at h2
  have h3 : ∀ θ, f (π - θ) = (-1) ^ n * cos (z * sin θ - n * θ) := by
    intro θ
    simp only [f]
    rw [sin_pi_sub, show z * sin θ - ((-n : ℤ) : ℝ) * (π - θ)
      = (z * sin θ - n * θ) + n * π by push_cast; ring, cos_add_int_mul_pi]
  rw [← intervalIntegral.integral_const_mul]
  simp only [← h3]
  exact (h1.trans h2).symm

/-- Satellites of opposite order have amplitudes related by `J_(-n) = (-1)^n J_n`. -/
theorem satellite_neg (n : ℤ) (z : ℝ) : satellite (-n) z = (-1) ^ n * satellite n z := by
  rw [satellite_eq_cos, satellite_eq_cos, cos_integral_neg]
  push_cast
  ring

/-- The squares `J_n^2` of the satellite amplitudes sum to one over all integers `n`. -/
theorem satellite_sq_sum (z : ℝ) : HasSum (fun n : ℤ => satellite n z ^ 2) 1 := by
  have : Fact (0 < 2 * π) := ⟨two_pi_pos⟩
  -- the phase factor exp (i z sin θ) as a continuous function on the circle
  let f : C(AddCircle (2 * π), ℂ) :=
    ⟨fun x => Complex.exp (Complex.I * ((z * (fourier 1 x : ℂ).im : ℝ) : ℂ)), by fun_prop⟩
  have hc : ∀ n : ℤ, fourierCoeff f n = satellite n z := by
    intro n
    rw [fourierCoeff_eq_intervalIntegral f n 0, satellite, zero_add, Complex.real_smul]
    congr 1
    apply intervalIntegral.integral_congr
    intro θ _
    have hp : (π : ℂ) ≠ 0 := Complex.ofReal_ne_zero.2 pi_ne_zero
    have hk : ∀ k : ℤ, (fourier k (θ : AddCircle (2 * π)) : ℂ)
        = Complex.exp (Complex.I * (k * θ)) := by
      intro k
      rw [fourier_coe_apply]
      congr 1
      push_cast
      field_simp
    have h1 : (fourier 1 (θ : AddCircle (2 * π)) : ℂ).im = sin θ := by
      rw [hk, show Complex.I * (((1 : ℤ) : ℂ) * θ) = (θ : ℂ) * Complex.I by push_cast; ring,
        Complex.exp_ofReal_mul_I_im]
    change (fourier (-n) (θ : AddCircle (2 * π)) : ℂ) • Complex.exp (Complex.I *
      ((z * (fourier 1 (θ : AddCircle (2 * π)) : ℂ).im : ℝ) : ℂ)) = _
    rw [h1, hk, smul_eq_mul, ← Complex.exp_add]
    congr 1
    push_cast
    ring
  have hn : ∀ x, ‖f x‖ = 1 := by
    intro x
    change ‖Complex.exp (Complex.I * ((z * (fourier 1 x : ℂ).im : ℝ) : ℂ))‖ = 1
    rw [mul_comm, Complex.norm_exp_ofReal_mul_I]
  -- Parseval on the circle; a nonzero total forces summability
  have hP := tsum_sq_fourierCoeff (ContinuousMap.toLp (E := ℂ) 2 AddCircle.haarAddCircle ℂ f)
  simp only [fourierCoeff_toLp, hc] at hP
  rw [MeasureTheory.integral_congr_ae (g := fun _ => (1 : ℝ)) (by
    filter_upwards [ContinuousMap.coeFn_toLp (p := 2) (𝕜 := ℂ)
      AddCircle.haarAddCircle f] with t ht
    rw [ht, hn, one_pow])] at hP
  have hP1 : ∑' n : ℤ, ‖satellite n z‖ ^ 2 = 1 := hP.trans (by simp)
  have hs : Summable (fun n : ℤ => ‖satellite n z‖ ^ 2) := by
    by_contra h
    rw [tsum_eq_zero_of_not_summable h] at hP1
    exact zero_ne_one hP1
  have h := hs.hasSum
  rw [hP1] at h
  have e : (fun n : ℤ => satellite n z ^ 2)
      = fun n : ℤ => ((‖satellite n z‖ ^ 2 : ℝ) : ℂ) := by
    funext n
    rw [satellite_eq_cos, Complex.norm_real, norm_eq_abs, sq_abs, Complex.ofReal_pow]
  rw [e, ← Complex.ofReal_one]
  exact Complex.ofRealCLM.hasSum h

/-- If a continuous `g` bounds the modulus of a continuous `f` at every phase, then the
integral of `g` over a period bounds the modulus of that of `f`. -/
theorem abs_integral_le {f g : ℝ → ℝ} (hf : Continuous f) (hg : Continuous g)
    (h : ∀ θ, |f θ| ≤ g θ) :
    |∫ θ in (0 : ℝ)..2 * π, f θ| ≤ ∫ θ in (0 : ℝ)..2 * π, g θ :=
  (abs_integral_le_integral_abs two_pi_pos.le).trans (intervalIntegral.integral_mono
    two_pi_pos.le (hf.abs.intervalIntegrable _ _) (hg.intervalIntegrable _ _) h)

/-- The Bragg amplitude differs from one by at most `z^2 / 4`. -/
theorem bragg_amplitude_bound (z : ℝ) : ‖satellite 0 z - 1‖ ≤ z ^ 2 / 4 := by
  have hb := abs_integral_le (f := fun θ => cos (z * sin θ) - 1)
    (g := fun θ => z ^ 2 / 2 * sin θ ^ 2) (by fun_prop) (by fun_prop) (fun θ => by
      have h := one_sub_sq_div_two_le_cos (x := z * sin θ)
      rw [mul_pow] at h
      rw [abs_of_nonpos (by linarith [cos_le_one (z * sin θ)])]
      linarith)
  rw [intervalIntegral.integral_sub (Continuous.intervalIntegrable (by fun_prop) _ _)
    (Continuous.intervalIntegrable (by fun_prop) _ _), intervalIntegral.integral_const_mul,
    integral_sin_sq, sin_two_pi, sin_zero] at hb
  simp only [intervalIntegral.integral_const, smul_eq_mul, mul_one, sub_zero] at hb
  rw [satellite_eq_cos, ← Complex.ofReal_one, ← Complex.ofReal_sub, Complex.norm_real,
    norm_eq_abs]
  simp only [Int.cast_zero, zero_mul, sub_zero]
  generalize (∫ θ in (0 : ℝ)..2 * π, cos (z * sin θ)) = C at *
  rw [show 1 / (2 * π) * C - 1 = (C - 2 * π) / (2 * π) by field_simp, abs_div,
    abs_of_pos two_pi_pos, div_le_iff₀ two_pi_pos]
  linarith

/-- The sine differs from its argument by at most one sixth of the cube of its modulus. -/
theorem abs_sin_sub_le (x : ℝ) : |sin x - x| ≤ |x| ^ 3 / 6 := by
  have hd : ∀ y : ℝ, HasDerivAt (fun y : ℝ => sin y - y + y ^ 3 / 6)
      (cos y - 1 + y ^ 2 / 2) y := fun y =>
    (((hasDerivAt_sin y).fun_sub (hasDerivAt_id' y)).fun_add
      ((hasDerivAt_pow 3 y).div_const 6)).congr_deriv (by norm_num; ring)
  have hm : Monotone (fun y : ℝ => sin y - y + y ^ 3 / 6) := by
    refine monotone_of_deriv_nonneg (fun y => (hd y).differentiableAt) (fun y => ?_)
    rw [(hd y).deriv]
    linarith [one_sub_sq_div_two_le_cos (x := y)]
  rcases le_total 0 x with hx | hx
  · have h := hm hx
    simp only [sin_zero] at h
    rw [abs_of_nonneg hx, abs_le]
    constructor <;> linarith [sin_le hx, pow_nonneg hx 3]
  · have h := hm hx
    simp only [sin_zero] at h
    have h2 := sin_le (neg_nonneg.2 hx)
    rw [sin_neg] at h2
    rw [abs_of_nonpos hx, abs_le]
    constructor <;> linarith [pow_nonneg (neg_nonneg.2 hx) 3, show (-x) ^ 3 = -x ^ 3 by ring]

/-- The first satellite amplitude differs from `z / 2` by at most `|z|^3 / 16`. -/
theorem first_satellite_bound (z : ℝ) : ‖satellite 1 z - (z / 2 : ℝ)‖ ≤ |z| ^ 3 / 16 := by
  -- parity turns the phase integral into that of sin (z sin θ) sin θ
  have hS : ∫ θ in (0 : ℝ)..2 * π, cos (z * sin θ - ((1 : ℤ) : ℝ) * θ)
      = ∫ θ in (0 : ℝ)..2 * π, sin (z * sin θ) * sin θ := by
    have hpar := cos_integral_neg 1 z
    have hdiff : (∫ θ in (0 : ℝ)..2 * π, cos (z * sin θ - ((1 : ℤ) : ℝ) * θ))
        - ∫ θ in (0 : ℝ)..2 * π, cos (z * sin θ - ((-1 : ℤ) : ℝ) * θ)
        = 2 * ∫ θ in (0 : ℝ)..2 * π, sin (z * sin θ) * sin θ := by
      rw [← intervalIntegral.integral_sub (Continuous.intervalIntegrable (by fun_prop) _ _)
        (Continuous.intervalIntegrable (by fun_prop) _ _),
        ← intervalIntegral.integral_const_mul]
      apply intervalIntegral.integral_congr
      intro θ _
      simp only [Int.cast_neg, Int.cast_one, neg_mul, one_mul, sub_neg_eq_add, cos_sub, cos_add]
      ring
    rw [zpow_one] at hpar
    linarith
  have h4 : ∫ θ in (0 : ℝ)..2 * π, sin θ ^ 4 = 3 * π / 4 := by
    have h := integral_sin_pow (a := 0) (b := 2 * π) 2
    rw [integral_sin_sq, sin_two_pi, sin_zero] at h
    refine h.trans ?_
    push_cast
    ring
  have hb := abs_integral_le (f := fun θ => sin (z * sin θ) * sin θ - z * sin θ ^ 2)
    (g := fun θ => |z| ^ 3 / 6 * sin θ ^ 4) (by fun_prop) (by fun_prop) (fun θ => by
      calc |sin (z * sin θ) * sin θ - z * sin θ ^ 2|
          = |sin (z * sin θ) - z * sin θ| * |sin θ| := by
            rw [← abs_mul]
            congr 1
            ring
        _ ≤ |z * sin θ| ^ 3 / 6 * |sin θ| :=
            mul_le_mul_of_nonneg_right (abs_sin_sub_le _) (abs_nonneg _)
        _ = |z| ^ 3 / 6 * (|sin θ| ^ 2) ^ 2 := by rw [abs_mul]; ring
        _ = |z| ^ 3 / 6 * sin θ ^ 4 := by rw [sq_abs]; ring)
  rw [intervalIntegral.integral_sub (Continuous.intervalIntegrable (by fun_prop) _ _)
    (Continuous.intervalIntegrable (by fun_prop) _ _), intervalIntegral.integral_const_mul,
    intervalIntegral.integral_const_mul, h4, integral_sin_sq, sin_two_pi, sin_zero,
    show z * ((0 * cos 0 - 0 * cos (2 * π) + 2 * π - 0) / 2) = z * π by ring] at hb
  rw [satellite_eq_cos, ← Complex.ofReal_sub, Complex.norm_real, norm_eq_abs, hS]
  generalize (∫ θ in (0 : ℝ)..2 * π, sin (z * sin θ) * sin θ) = S at *
  rw [show 1 / (2 * π) * S - z / 2 = (S - z * π) / (2 * π) by field_simp, abs_div,
    abs_of_pos two_pi_pos, div_le_iff₀ two_pi_pos]
  linarith

/-- The squared amplitudes of all satellites `n ≠ 0` sum to `1 - J_0^2`. -/
theorem total_satellite_intensity (z : ℝ) :
    HasSum (fun n : ℤ => if n = 0 then 0 else satellite n z ^ 2) (1 - satellite 0 z ^ 2) := by
  have h := (satellite_sq_sum z).sub (hasSum_ite_eq (0 : ℤ) (satellite 0 z ^ 2))
  have e : (fun n : ℤ => if n = 0 then 0 else satellite n z ^ 2)
      = fun n : ℤ => satellite n z ^ 2 - if n = 0 then satellite 0 z ^ 2 else 0 := by
    funext n
    by_cases hn : n = 0 <;> simp [hn]
  rw [e]
  exact h

end PhononSatellites
```

```lean
#print axioms PhononSatellites.satellite_sq_sum
#print axioms PhononSatellites.bragg_amplitude_bound
#print axioms PhononSatellites.first_satellite_bound
#print axioms PhononSatellites.total_satellite_intensity
```

```
'PhononSatellites.satellite_sq_sum' depends on axioms: [propext, Classical.choice, Quot.sound]
'PhononSatellites.bragg_amplitude_bound' depends on axioms: [propext, Classical.choice, Quot.sound]
'PhononSatellites.first_satellite_bound' depends on axioms: [propext, Classical.choice, Quot.sound]
'PhononSatellites.total_satellite_intensity' depends on axioms: [propext, Classical.choice, Quot.sound]
```

## Reading the theorems and their proofs

`satellite n z` is $J_n(z)$, with `n : ℤ` and `z : ℝ`. Its value is declared complex, so reality is a theorem: `satellite_eq_cos` equates it with a real cosine average, regarded as a complex number. The proof splits the exponential and removes the sine integral with `integral_comp_sub_left`, the reflection used above.

`cos_integral_neg` performs the second reflection and shifts the window back with `hper.intervalIntegral_add_eq`. `satellite_neg` transfers the result to the amplitudes.

In `satellite_sq_sum`, `HasSum` says that the finite partial sums converge to $1$, independently of the order of summation. The proof puts the phase factor on `AddCircle (2 * π)`, writing $\sin\theta$ as the imaginary part of the first Fourier mode. Step `hc` identifies the Fourier coefficients with the amplitudes, `hn` gives the phase factor modulus one, and `tsum_sq_fourierCoeff` is Parseval's identity. Lean assigns the value zero to a non-summable series, so the total of one also establishes convergence.

`abs_integral_le` turns a pointwise bound into a bound on integrals over a period. `bragg_amplitude_bound` applies it to $\cos(z\sin\theta)-1$; the norm bars in its statement are the complex modulus. `abs_sin_sub_le` proves the cubic bound from the monotonicity of $g$ and Mathlib's `sin_le`, which states $\sin x\le x$ for $x\ge0$. In `first_satellite_bound`, `hS` is the parity step, `h4` evaluates the integral of $\sin^4\theta$ as $3\pi/4$, and `hb` bounds the remaining integral before division by $2\pi$. Finally, `total_satellite_intensity` replaces the term $n=0$ by zero, which subtracts $J_0^2$ from the full sum.

## What a simulation must still supply

The theorems concern the phase integral for a single sinusoidal mode of fixed amplitude. The lattice, the scattering geometry and the identification $z=\mathbf Q\cdot\mathbf A$ belong to the physical reading. There is no average over thermal amplitudes, so $J_0$ is not the Debye–Waller factor, and multiple scattering is absent.

In a supercell with commensurate $\mathbf q$, different orders can fall on the same spot. Their amplitudes, with their phases $e^{in\varphi}$, then add before squaring, so the intensity of one spot is in general not the sum of the $J_n^2$ of the orders that fall on it.

The file does not analyse quadrature or rounding errors. Nor does it link `satellite` to a numerical library's Bessel routine; that link is Bessel's classical integral formula.

The order cannot be allowed to range over all real numbers if the amplitude is to stay real. At $z=0$ and order $1/2$, the same average is

$$\frac1{2\pi}\int_0^{2\pi}e^{-i\theta/2}\,d\theta=-\frac{2i}{\pi}.$$

The Parseval argument also extends, though the file does not do this, to a phonon with higher harmonics. If $z\sin\theta$ is replaced by any continuous real $2\pi$-periodic phase, the phase factor still has modulus one, and its Fourier coefficients $c_n$ satisfy $\sum_n|c_n|^2=1$. The modulus is needed there because the $c_n$ may be complex.
